# The Gaussian moment m_(i+j) as an exact sum over the n lowest oscillator states, for i < n

In units where the position of a harmonic oscillator has variance one in its ground state, the moment m_(i+j) is the ground-state expectation value of x^(i+j). The theorem `gaussMoment_add` says that for i < n and any j this moment equals the sum over k < n of k! L(i,k) L(j,k), where L(i,k) is the component of x^i|0) along |k). The states |k) are unnormalised, with squared norm k!, so the component along the normalised state is √(k!) L(i,k). In Lean both the moments and the coefficients are defined by explicit formulas or recursion, and no integral is involved. The proof goes by induction on i, moving one factor of x from one side of the product to the other and using the fact that x^i|0) has no component above |i) to remove the boundary terms.

The failing Lean file:

```lean
import Mathlib

open MeasureTheory

namespace GaussMomentAdd

noncomputable section

/-- The reduced Gaussian moment `m_k`: it is `(k-1)!!` for even `k`, with `m_0 = 1`,
and `0` for odd `k`. -/
def gaussMoment : ℕ → ℝ
  | 0 => 1
  | k + 1 => if Even (k + 1) then (k.doubleFactorial : ℝ) else 0

/-- The component along `|k)` after `i` applications of the position operator
`x|k) = |k+1) + k|k-1)` to the state `|0)`. -/
def ladderCoeff : ℕ → ℕ → ℝ
  | 0, 0 => 1
  | 0, _ + 1 => 0
  | i + 1, 0 => ladderCoeff i 1
  | i + 1, k + 1 => ladderCoeff i k + ((k : ℝ) + 2) * ladderCoeff i (k + 2)

/-- The moments obey the recurrence `m_(k+2) = (k+1) m_k`. -/
theorem gaussMoment_add_two (k : ℕ) :
    gaussMoment (k + 2) = ((k : ℝ) + 1) * gaussMoment k := by
  cases k with
  | zero => norm_num [gaussMoment, Nat.doubleFactorial]
  | succ k =>
    have h : gaussMoment (k + 1 + 2) =
        if Even (k + 1 + 2) then ((k + 2).doubleFactorial : ℝ) else 0 := rfl
    have h' : gaussMoment (k + 1) =
        if Even (k + 1) then (k.doubleFactorial : ℝ) else 0 := rfl
    have he : Even (k + 1 + 2) ↔ Even (k + 1) := by
      rw [Nat.even_add]; simp
    rw [h, h']
    by_cases hk : Even (k + 1)
    · rw [if_pos (he.2 hk), if_pos hk, Nat.doubleFactorial_add_two]
      push_cast
      ring
    · rw [if_neg (fun h => hk (he.1 h)), if_neg hk, mul_zero]

/-- One more application of the position operator feeds the state `|k+1)` from its
two neighbours `|k)` and `|k+2)`. -/
theorem ladderCoeff_succ (i k : ℕ) : ladderCoeff (i + 1) (k + 1) =
    ladderCoeff i k + ((k : ℝ) + 2) * ladderCoeff i (k + 1 + 1) := rfl

/-- After `i` applications no state above `|i)` is reached, and `|i)` itself has
coefficient one. -/
theorem ladderCoeff_triangular (i : ℕ) :
    (∀ k, i < k → ladderCoeff i k = 0) ∧ ladderCoeff i i = 1 := by
  induction i with
  | zero =>
    refine ⟨fun k hk => ?_, rfl⟩
    obtain ⟨l, rfl⟩ : ∃ l, k = l + 1 := ⟨k - 1, by omega⟩
    rfl
  | succ i ih =>
    refine ⟨fun k hk => ?_, ?_⟩
    · obtain ⟨l, rfl⟩ : ∃ l, k = l + 1 := ⟨k - 1, by omega⟩
      rw [ladderCoeff_succ, ih.1 l (by omega), ih.1 (l + 1 + 1) (by omega)]
      ring
    · rw [ladderCoeff_succ, ih.2, ih.1 (i + 1 + 1) (by omega)]
      ring

/-- Lowering the state by one quantum acts as differentiation of `x^(i+1)`:
`(k+1) L(i+1,k+1) = (i+1) L(i,k)` for the ladder coefficients `L`. -/
theorem ladderCoeff_lowering (i k : ℕ) :
    ((k : ℝ) + 1) * ladderCoeff (i + 1) (k + 1) = ((i : ℝ) + 1) * ladderCoeff i k := by
  induction i generalizing k with
  | zero => cases k <;> simp [ladderCoeff]
  | succ i ih =>
    rw [ladderCoeff_succ]
    have h1 := ih (k + 1)
    cases k with
    | zero =>
      have h0 : ladderCoeff (i + 1) 0 = ladderCoeff i (0 + 1) := rfl
      push_cast at h1 ⊢
      linear_combination h1 - ((i : ℝ) + 1) * h0
    | succ k =>
      have h2 := ih k
      have h3 := ladderCoeff_succ i k
      push_cast at h1 ⊢
      linear_combination h2 + ((k : ℝ) + 2) * h1 - ((i : ℝ) + 1) * h3

/-- The component along `|0)` after `n` applications of the position operator to `|0)`
is the moment `m_n`. -/
theorem ladderCoeff_zero_right (n : ℕ) : ladderCoeff n 0 = gaussMoment n := by
  induction n using Nat.twoStepInduction with
  | zero => rfl
  | one => simp [ladderCoeff, gaussMoment]
  | more n ih _ =>
    have h0 : ladderCoeff (n + 2) 0 = ladderCoeff (n + 1) (0 + 1) := rfl
    have h1 := ladderCoeff_lowering n 0
    rw [gaussMoment_add_two, ← ih, h0, ← h1]
    simp

/-- With weights `k!` the position operator is symmetric on the states up to `|N)`,
apart from the boundary terms written out here. -/
theorem position_symmetric (i j N : ℕ) :
    ∑ k ∈ Finset.range (N + 1), (k.factorial : ℝ) * ladderCoeff (i + 1) k * ladderCoeff j k
      + ((N + 1).factorial : ℝ) * ladderCoeff i N * ladderCoeff j (N + 1) =
    ∑ k ∈ Finset.range (N + 1), (k.factorial : ℝ) * ladderCoeff i k * ladderCoeff (j + 1) k
      + ((N + 1).factorial : ℝ) * ladderCoeff i (N + 1) * ladderCoeff j N := by
  induction N with
  | zero =>
    have h0 : ∀ i, ladderCoeff (i + 1) 0 = ladderCoeff i 1 := fun _ => rfl
    simp only [zero_add, Finset.sum_range_one, Nat.factorial_zero, Nat.factorial_one, h0]
    ring
  | succ N ih =>
    have hf : ((N + 1 + 1).factorial : ℝ) = ((N : ℝ) + 2) * ((N + 1).factorial : ℝ) := by
      rw [Nat.factorial_succ (N + 1)]
      push_cast
      ring
    rw [Finset.sum_range_succ _ (N + 1), Finset.sum_range_succ _ (N + 1), hf,
      ladderCoeff_succ i N, ladderCoeff_succ j N]
    linear_combination ih

/-- For `i < n` the moment `m_(i+j)` is the sum over `k < n` of `k! L(i,k) L(j,k)`,
with `L` the ladder coefficients. -/
theorem gaussMoment_add {n i : ℕ} (h : i < n) (j : ℕ) :
    ∑ k ∈ Finset.range n, (k.factorial : ℝ) * ladderCoeff i k * ladderCoeff j k =
      gaussMoment (i + j) := by
  obtain ⟨N, rfl⟩ : ∃ N, n = N + 1 := ⟨n - 1, by omega⟩
  induction i generalizing j with
  | zero =>
    have h0 : ∀ k, ladderCoeff 0 (k + 1) = 0 := fun _ => rfl
    have h1 : ladderCoeff 0 0 = 1 := rfl
    rw [Finset.sum_range_succ']
    simp [h0, h1, ladderCoeff_zero_right]
  | succ i ih =>
    -- move one factor of x to the other side; the boundary terms vanish
    have hs := position_symmetric i j N
    rw [(ladderCoeff_triangular i).1 N (by omega),
      (ladderCoeff_triangular i).1 (N + 1) (by omega), ih (by omega) (j + 1)] at hs
    rw [show i + 1 + j = i + (j + 1) by omega]
    linear_combination hs

end

end GaussMomentAdd
```

The error:

```
Main.lean:133:55: error: Tactic `rewrite` failed: Did not find an occurrence of the pattern
  ∑ k ∈ Finset.range (N + 1), ↑k.factorial * ladderCoeff i k * ladderCoeff ?m.148 k
in the target expression
  ∑ k ∈ Finset.range (N + 1), ↑k.factorial * ladderCoeff (i + 1) k * ladderCoeff j k +
      ↑(N + 1).factorial * 0 * ladderCoeff j (N + 1) =
    ∑ k ∈ Finset.range (N + 1), ↑k.factorial * ladderCoeff i k * ladderCoeff (j + 1) k +
      ↑(N + 1).factorial * 0 * ladderCoeff j N

case succ
N i : ℕ
ih :
  ∀ (j : ℕ),
    i < N + 1 → ∑ k ∈ Finset.range (N + 1), ↑k.factorial * ladderCoeff i k * ladderCoeff j k = gaussMoment (i + j)
j : ℕ
h : i + 1 < N + 1
hs :
  ∑ k ∈ Finset.range (N + 1), ↑k.factorial * ladderCoeff (i + 1) k * ladderCoeff j k +
      ↑(N + 1).factorial * 0 * ladderCoeff j (N + 1) =
    ∑ k ∈ Finset.range (N + 1), ↑k.factorial * ladderCoeff i k * ladderCoeff (j + 1) k +
      ↑(N + 1).factorial * 0 * ladderCoeff j N
⊢ ∑ k ∈ Finset.range (N + 1), ↑k.factorial * ladderCoeff (i + 1) k * ladderCoeff j k = gaussMoment (i + 1 + j)
Main.lean:133:70: error: Type mismatch
  j + 1
has type
  ℕ
of sort `Type` but is expected to have type
  i < N + 1
of sort `Prop`
```

Diagnosis. Both errors come from giving the induction hypothesis its arguments in the wrong order. The theorem takes the bound `h` before `j`, but inside the induction `ih` takes `j` first and then the proof of `i < N + 1`, as the first message shows.

In `ih (by omega) (j + 1)`, the number `j + 1` therefore stands where that proof is expected, which is the type mismatch in the second message. The `by omega` stands where the number `j` is expected, and appears in the rewrite pattern as `?m.148`. The sum on the right of `hs` has the right shape, with `j + 1` in that place, but `rw` may not fill a place reserved for the result of a tactic block by matching, so it finds no occurrence.

The repair writes `ih (j + 1) (by omega)`. The pattern now contains `j + 1` and matches the sum on the right, and `omega` is left to prove `i < N + 1`, which follows from `h : i + 1 < N + 1`.

The mended proof, as a diff:

```diff
@@ -131,5 +131,5 @@
     have hs := position_symmetric i j N
     rw [(ladderCoeff_triangular i).1 N (by omega),
-      (ladderCoeff_triangular i).1 (N + 1) (by omega), ih (by omega) (j + 1)] at hs
+      (ladderCoeff_triangular i).1 (N + 1) (by omega), ih (j + 1) (by omega)] at hs
     rw [show i + 1 + j = i + (j + 1) by omega]
     linear_combination hs
```
